# Energy from |ψ|² + ε² sampling on a finite configuration set: an exact ratio of means, with the energy estimator at most |Hψ|/(2ε)

In a variational Monte Carlo run with a nonlocal effective core potential, each sampled configuration x contributes a value built from (Hψ)(x), where H is the Hamiltonian and ψ the trial wavefunction. If x is drawn from |ψ|², that value is the local energy (Hψ)(x)/ψ(x). Near a node it can become very large. The kinetic term can cause this, and so can the nonlocal potential, which brings values of ψ at other configurations into (Hψ)(x); these need not vanish where ψ(x) does. The remedy treated here is to draw x from a density proportional to |ψ|² + ε², to accumulate two sums, and to divide once at the end.

For a Hamiltonian that is a matrix on finitely many configurations, the corresponding ratio of exact means is the energy quotient ⟨ψ,Hψ⟩/⟨ψ,ψ⟩, and the quantity averaged in the numerator is bounded at every configuration, nodes included.

## The guiding density and its estimator

The configurations form a finite set, the type `ι`. They may be lattice occupations or points of a discretised space.

```lean
import Mathlib

open Matrix
open scoped ComplexOrder

namespace RegularizedSampling

noncomputable section

variable {ι : Type*} [Fintype ι]
```

The wavefunction is a function ψ from configurations to complex numbers, and it need not be normalised. The guiding density is

g(x) = |ψ(x)|² + ε².

The real number ε has the units of ψ. It sets the amplitude below which the sampling stops following |ψ|² and visits configurations almost uniformly.

```lean
/-- The regularized guiding density `|ψ|² + ε²` at a configuration. -/
def guide (ψ : ι → ℂ) (ε : ℝ) (x : ι) : ℝ := ‖ψ x‖ ^ 2 + ε ^ 2
```

Its sum over all configurations is Z = Σₓ g(x).

```lean
/-- The sum of the guiding density over all configurations. -/
def total (ψ : ι → ℂ) (ε : ℝ) : ℝ := ∑ x, guide ψ ε x
```

Dividing by Z gives the sampling probability p(x) = g(x)/Z.

```lean
/-- The normalized sampling probability, meant for a nonzero total of the guiding density. -/
def prob (ψ : ι → ℂ) (ε : ℝ) (x : ι) : ℝ := guide ψ ε x / total ψ ε
```

The mean of an observable f is the exact weighted sum Σₓ p(x) f(x). It is the value that a long, correctly sampled run approaches, not the average over a particular run.

```lean
/-- The mean of an observable over configurations drawn from the guiding distribution,
meant for a nonzero total of the guiding density. -/
def mean (ψ : ι → ℂ) (ε : ℝ) (f : ι → ℂ) : ℂ := ∑ x, (prob ψ ε x : ℂ) * f x
```

For a second function φ on the configurations, the estimator is

w_φ(x) = ψ(x)* φ(x) / g(x).

The choice φ = Hψ gives the numerator of the energy, and φ = ψ gives the denominator. One definition, `weight`, serves for both.

```lean
/-- The reweighted estimator `ψ* φ / (|ψ|² + ε²)`, whose mean is proportional to the overlap of `ψ`
with `φ`, meant for configurations where the guiding density is nonzero. -/
def weight (ψ : ι → ℂ) (ε : ℝ) (φ : ι → ℂ) (x : ι) : ℂ :=
  star (ψ x) * φ x / (guide ψ ε x : ℂ)
```

In an actual run, a Metropolis move from x to x′ with a symmetric proposal is accepted with probability min(1, g(x′)/g(x)), so Z is never computed. At each visited configuration the program evaluates ψ(x) and h(x) = (Hψ)(x). For a nonlocal core potential, h(x) includes a weighted sum of ψ over quadrature points at which one electron has been rotated about the nucleus. The program adds ψ*h/g to one accumulator and |ψ|²/g to another, and the energy estimate is the quotient of the two.

## A probability distribution without zeros

For ε > 0,

g(x) ≥ ε² > 0,

whatever the value of ψ(x). The tactic `positivity` reads this off from the form of the expression.

```lean
omit [Fintype ι] in
/-- For `ε > 0` the guiding density is positive at every configuration. -/
theorem guide_pos {ε : ℝ} (hε : 0 < ε) (ψ : ι → ℂ) (x : ι) : 0 < guide ψ ε x := by
  unfold guide
  positivity
```

If there is at least one configuration, then Z > 0. Hence every p(x) is positive, and

Σₓ p(x) = (Σₓ g(x))/Z = Z/Z = 1.

The proof takes the common denominator out of the sum with `Finset.sum_div` and cancels. Nodes are therefore sampled with positive probability.

```lean
/-- For `ε > 0` and at least one configuration, the sampling probabilities are all positive
and sum to one. -/
theorem prob_pos_and_sum [Nonempty ι] {ε : ℝ} (hε : 0 < ε) (ψ : ι → ℂ) :
    (∀ x, 0 < prob ψ ε x) ∧ ∑ x, prob ψ ε x = 1 := by
  have hZ : 0 < total ψ ε :=
    Finset.sum_pos (fun x _ => guide_pos hε ψ x) Finset.univ_nonempty
  refine ⟨fun x => div_pos (guide_pos hε ψ x) hZ, ?_⟩
  unfold prob
  rw [← Finset.sum_div]
  exact div_self hZ.ne'
```

## Cancelling the guiding density

Inserting the definitions into the mean of w_φ gives

Σₓ (g(x)/Z) · (ψ(x)* φ(x)/g(x)) = (1/Z) Σₓ ψ(x)* φ(x) = ⟨ψ,φ⟩/Z.

In Lean the inner product is `star ψ ⬝ᵥ φ`, with the complex conjugate on the first factor. The proof compares the two sums term by term. In each term `div_mul_div_comm` merges the two fractions, and `mul_div_mul_left` removes g(x), which is allowed because g(x) ≠ 0.

```lean
/-- For `ε > 0` the mean of the reweighted estimator is the overlap of `ψ` with `φ`
divided by the total of the guiding density. -/
theorem mean_weight {ε : ℝ} (hε : 0 < ε) (ψ φ : ι → ℂ) :
    mean ψ ε (weight ψ ε φ) = (star ψ ⬝ᵥ φ) / (total ψ ε : ℂ) := by
  unfold mean dotProduct
  rw [Finset.sum_div]
  refine Finset.sum_congr rfl fun x _ => ?_
  have hg : (guide ψ ε x : ℂ) ≠ 0 := Complex.ofReal_ne_zero.mpr (guide_pos hε ψ x).ne'
  -- the guiding density cancels between probability and estimator
  rw [prob, weight, Complex.ofReal_div, div_mul_div_comm,
    mul_comm (total ψ ε : ℂ) (guide ψ ε x : ℂ), mul_div_mul_left _ _ hg, Pi.star_apply]
```

## The bound at every configuration

Since g(x) is positive, the modulus of the estimator is

|w_φ(x)| = |ψ(x)| |φ(x)| / g(x).

```lean
omit [Fintype ι] in
/-- For `ε > 0` the modulus of the estimator is `|ψ| |φ| / (|ψ|² + ε²)`. -/
theorem norm_weight {ε : ℝ} (hε : 0 < ε) (ψ φ : ι → ℂ) (x : ι) :
    ‖weight ψ ε φ x‖ = ‖ψ x‖ * ‖φ x‖ / guide ψ ε x := by
  rw [weight, norm_div, norm_mul, norm_star, Complex.norm_real,
    Real.norm_of_nonneg (guide_pos hε ψ x).le]
```

The bound comes from a perfect square:

0 ≤ (|ψ(x)| − ε)² = g(x) − 2ε|ψ(x)|.

Hence |ψ(x)|/g(x) ≤ 1/(2ε), and multiplying by |φ(x)| gives

|w_φ(x)| ≤ |φ(x)|/(2ε).

After clearing denominators, the difference between the two sides is |φ(x)| (|ψ(x)| − ε)². It vanishes exactly when φ(x) = 0 or |ψ(x)| = ε. The estimator is thus closest to its bound where the amplitude equals ε. At a node it is zero.

The Lean statement contains both the inequality and the condition for equality. For the first part, `nlinarith` receives the nonnegative product of |φ(x)| with the square. For the second, `key` rewrites equality as the vanishing of that product.

```lean
omit [Fintype ι] in
/-- For `ε > 0` the estimator is bounded by `|φ| / (2ε)` at every configuration, with equality
exactly where `φ` vanishes or `|ψ| = ε`. -/
theorem norm_weight_le {ε : ℝ} (hε : 0 < ε) (ψ φ : ι → ℂ) (x : ι) :
    ‖weight ψ ε φ x‖ ≤ ‖φ x‖ / (2 * ε) ∧
      (‖weight ψ ε φ x‖ = ‖φ x‖ / (2 * ε) ↔ φ x = 0 ∨ ‖ψ x‖ = ε) := by
  have hg := guide_pos hε ψ x
  have h2 : 0 < 2 * ε := by positivity
  rw [norm_weight hε]
  constructor
  · rw [div_le_div_iff₀ hg h2]
    unfold guide
    nlinarith [mul_nonneg (norm_nonneg (φ x)) (sq_nonneg (‖ψ x‖ - ε))]
  · rw [div_eq_div_iff hg.ne' h2.ne']
    unfold guide
    -- the gap in the bound is a perfect square
    have key : ‖ψ x‖ * ‖φ x‖ * (2 * ε) = ‖φ x‖ * (‖ψ x‖ ^ 2 + ε ^ 2) ↔
        ‖φ x‖ * (‖ψ x‖ - ε) ^ 2 = 0 :=
      ⟨fun h => by linear_combination -h, fun h => by linear_combination -h⟩
    rw [key, mul_eq_zero, norm_eq_zero, pow_eq_zero_iff two_ne_zero, sub_eq_zero]
```

## The energy as a ratio of means

Let ψ be nonzero. Then ⟨ψ,ψ⟩ > 0 and Z > 0, and the cancellation above, used once with φ = Hψ and once with φ = ψ, gives

(⟨ψ,Hψ⟩/Z) / (⟨ψ,ψ⟩/Z) = ⟨ψ,Hψ⟩/⟨ψ,ψ⟩.

The theorem makes three statements for every complex matrix `H`, every nonzero ψ and every ε > 0: the mean in the denominator is nonzero, the ratio of means is the energy quotient, and the energy estimator obeys the pointwise bound. The first gives the second its meaning, since Lean assigns the value 0 to a division by zero. `H *ᵥ ψ` is the matrix acting on the wavefunction. `H` need not be Hermitian, so the quotient may be complex; for a Hermitian matrix it is the usual real expectation value. Real matrices and wavefunctions are included as complex ones with zero imaginary part.

The order of averaging and dividing matters. If the two estimators are divided at each configuration first, g drops out,

(ψ*h/g) / (ψ*ψ/g) = h/ψ,

and the result is the local energy again, with its large values near nodes. Its mean under p is also in general not the energy, because p is not proportional to |ψ|². The bound belongs to the numerator estimator alone, not to this pointwise quotient.

In the proof, `hN` and `hZ` record that ⟨ψ,ψ⟩ and Z are nonzero, and `div_div_div_cancel_right₀` cancels Z.

```lean
/-- For `ε > 0` and nonzero `ψ`, the ratio of the sampled means is the energy quotient
`⟨ψ, Hψ⟩ / ⟨ψ, ψ⟩`, its denominator is nonzero, and the energy estimator is bounded by
`|Hψ| / (2ε)` at every configuration. -/
theorem regularized_energy {ε : ℝ} (hε : 0 < ε) (H : Matrix ι ι ℂ) {ψ : ι → ℂ} (hψ : ψ ≠ 0) :
    mean ψ ε (weight ψ ε ψ) ≠ 0 ∧
    mean ψ ε (weight ψ ε (H *ᵥ ψ)) / mean ψ ε (weight ψ ε ψ) =
      (star ψ ⬝ᵥ (H *ᵥ ψ)) / (star ψ ⬝ᵥ ψ) ∧
    ∀ x, ‖weight ψ ε (H *ᵥ ψ) x‖ ≤ ‖(H *ᵥ ψ) x‖ / (2 * ε) := by
  obtain ⟨y, _⟩ := Function.ne_iff.mp hψ
  have hZ : (total ψ ε : ℂ) ≠ 0 := Complex.ofReal_ne_zero.mpr
    (Finset.sum_pos (fun x _ => guide_pos hε ψ x) ⟨y, Finset.mem_univ y⟩).ne'
  have hN : star ψ ⬝ᵥ ψ ≠ 0 := fun h => hψ (dotProduct_star_self_eq_zero.mp h)
  rw [mean_weight hε, mean_weight hε]
  exact ⟨div_ne_zero hN hZ, div_div_div_cancel_right₀ hZ _ _,
    fun x => (norm_weight_le hε ψ _ x).1⟩
```

The means here are exact sums over all configurations, so the theorem does not describe the statistical error or the bias of a quotient of sample averages. In unbounded continuous space the constant ε² has an infinite integral, and the guiding density would need a different form far from the molecule.

## A second moment bounded for all ε

Write N = Σₓ |ψ(x)|². The term at x in N times the second moment of w_φ is

N · (g(x)/Z) · |ψ(x)|²|φ(x)|²/g(x)² = (N/Z) · (|ψ(x)|²/g(x)) · |φ(x)|².

Both N/Z and |ψ(x)|²/g(x) are at most one, because |ψ|² ≤ g at every configuration. Summing over x gives

N · Σₓ p(x)|w_φ(x)|² ≤ Σₓ |φ(x)|².

For nonzero ψ and φ = Hψ, the second moment of the energy estimator is therefore at most ⟨Hψ,Hψ⟩/⟨ψ,ψ⟩, however small ε is. This limits the fluctuations of the numerator. By itself it does not limit the variance of the final quotient, whose denominator has mean N/Z and becomes small when ε is large.

In Lean, `h1` and `h2` are the two factors bounded by one, `h3` is their product, and `field_simp` confirms the rearrangement in the first line of the `calc` block.

```lean
/-- For `ε > 0` the second moment of the estimator, multiplied by the squared norm of `ψ`,
is at most the squared norm of `φ`. -/
theorem second_moment_le {ε : ℝ} (hε : 0 < ε) (ψ φ : ι → ℂ) :
    (∑ x, ‖ψ x‖ ^ 2) * ∑ x, prob ψ ε x * ‖weight ψ ε φ x‖ ^ 2 ≤ ∑ x, ‖φ x‖ ^ 2 := by
  rw [Finset.mul_sum]
  refine Finset.sum_le_sum fun x _ => ?_
  have hg := guide_pos hε ψ x
  have hZ : 0 < total ψ ε :=
    Finset.sum_pos (fun y _ => guide_pos hε ψ y) ⟨x, Finset.mem_univ x⟩
  have hle : ∀ y, ‖ψ y‖ ^ 2 ≤ guide ψ ε y := fun y => le_add_of_nonneg_right (sq_nonneg ε)
  have hN0 : 0 ≤ ∑ y, ‖ψ y‖ ^ 2 := Finset.sum_nonneg fun y _ => sq_nonneg _
  have hN : ∑ y, ‖ψ y‖ ^ 2 ≤ total ψ ε := Finset.sum_le_sum fun y _ => hle y
  rw [norm_weight hε, prob]
  generalize (∑ y, ‖ψ y‖ ^ 2) = N at hN0 hN ⊢
  -- both reweighting factors are at most one
  have h1 : N / total ψ ε ≤ 1 := (div_le_one hZ).mpr hN
  have h2 : ‖ψ x‖ ^ 2 / guide ψ ε x ≤ 1 := (div_le_one hg).mpr (hle x)
  have h3 : N / total ψ ε * (‖ψ x‖ ^ 2 / guide ψ ε x) ≤ 1 :=
    mul_le_one₀ h1 (by positivity) h2
  calc N * (guide ψ ε x / total ψ ε * (‖ψ x‖ * ‖φ x‖ / guide ψ ε x) ^ 2)
      = N / total ψ ε * (‖ψ x‖ ^ 2 / guide ψ ε x) * ‖φ x‖ ^ 2 := by field_simp
    _ ≤ 1 * ‖φ x‖ ^ 2 := mul_le_mul_of_nonneg_right h3 (sq_nonneg _)
    _ = ‖φ x‖ ^ 2 := one_mul _
```

## Eigenstates give the eigenvalue from any useful sample

If Hψ = Eψ, the two estimators are proportional at every configuration:

ψ(x)*(Hψ)(x)/g(x) = E |ψ(x)|²/g(x).

Take any list of configurations s(k), where k runs over N samples; N now counts samples. Summing over the list gives

Σₖ w_{Hψ}(s(k)) = E Σₖ w_ψ(s(k)).

The sum on the right consists of nonnegative real numbers, and it is positive as soon as one sampled configuration lies off the nodes. Dividing gives E, with no statistical error. The zero-variance property of the local energy thus carries over to the quotient of sums, although each sum by itself can still fluctuate from sample to sample.

The list `s : Fin N → ι` is arbitrary and need not come from the guiding distribution. The theorem also places no condition on ε. At ε = 0 the estimators at a sampled node read 0/0, which Lean sets to 0, so in that case the statement has its ordinary meaning only for samples without nodes. In the proof, `hw` writes the denominator estimator as a real number, `hne` shows that its sum is nonzero, and `hsum` takes out the factor E.

```lean
/-- If `Hψ = Eψ`, the ratio of sample sums equals `E` for every finite sample that contains a
configuration where `ψ` is nonzero. For `ε = 0`, sampled nodes contribute nothing, by Lean's
convention `0 / 0 = 0`. -/
theorem zero_variance (ε : ℝ) {H : Matrix ι ι ℂ} {ψ : ι → ℂ} {E : ℂ} (hH : H *ᵥ ψ = E • ψ)
    {N : ℕ} (s : Fin N → ι) (hs : ∃ k, ψ (s k) ≠ 0) :
    (∑ k, weight ψ ε (H *ᵥ ψ) (s k)) / (∑ k, weight ψ ε ψ (s k)) = E := by
  -- the denominator is a sum of nonnegative reals, one of them positive
  have hw : ∀ x, weight ψ ε ψ x = ((‖ψ x‖ ^ 2 / guide ψ ε x : ℝ) : ℂ) := fun x => by
    have h : star (ψ x) * ψ x = (‖ψ x‖ : ℂ) ^ 2 := Complex.conj_mul' (ψ x)
    rw [weight, h, Complex.ofReal_div, Complex.ofReal_pow]
  have hne : ∑ k, weight ψ ε ψ (s k) ≠ 0 := by
    simp only [hw]
    rw [← Complex.ofReal_sum]
    refine Complex.ofReal_ne_zero.mpr (ne_of_gt ?_)
    obtain ⟨k, hk⟩ := hs
    have hk' : 0 < ‖ψ (s k)‖ := norm_pos_iff.mpr hk
    refine Finset.sum_pos' (fun j _ => ?_) ⟨k, Finset.mem_univ k, ?_⟩
    · unfold guide
      positivity
    · unfold guide
      positivity
  have hsum : ∑ k, weight ψ ε (H *ᵥ ψ) (s k) = E * ∑ k, weight ψ ε ψ (s k) := by
    rw [hH, Finset.mul_sum]
    refine Finset.sum_congr rfl fun k _ => ?_
    simp only [weight, Pi.smul_apply, smul_eq_mul]
    ring
  rw [hsum, mul_div_cancel_right₀ E hne]
```

## Two sites with a small amplitude on one

A particle hopping between two sites shows the difference between the local energy and the regularized energy estimator. Let H exchange the sites with matrix element 1, and let ψ = (1, d) with d > 0. Then

Hψ = (d, 1),

and the local energy on the second site, which has index 1 in Lean, is 1/d. For any bound B, the choice d = 1/(|B| + 1) gives 1/d = |B| + 1 > B. The energy quotient is 2d/(1 + d²), which tends to zero with d, so the large local energy does not reflect a large energy.

The regularized estimator on the same site has modulus at most |1|/(2ε) = 1/(2ε), independently of d. For the normalised state (1, d)/√(1 + d²) the local energy is the same, and with the same ε the bound becomes 1/(2ε√(1 + d²)), which is smaller still.

The helper `h1` evaluates the second component of Hψ. The first inequality then follows from B ≤ |B|, and the second is the general pointwise bound applied to this state.

```lean
/-- For `ε > 0` and every `B` there is a `d > 0` such that, for two-site hopping and `ψ = (1, d)`,
the local energy on the second site has modulus above `B`, while the regularized estimator there has
modulus at most `1/(2ε)`. -/
theorem local_energy_unbounded {ε : ℝ} (hε : 0 < ε) (B : ℝ) :
    ∃ d : ℝ, 0 < d ∧
      B < ‖(!![0, 1; 1, 0] *ᵥ ![1, (d : ℂ)]) 1 / (d : ℂ)‖ ∧
      ‖weight ![1, (d : ℂ)] ε (!![0, 1; 1, 0] *ᵥ ![1, (d : ℂ)]) 1‖ ≤ 1 / (2 * ε) := by
  have h1 : ∀ c : ℂ, (!![0, 1; 1, 0] *ᵥ ![1, c]) 1 = 1 := fun c => by
    simp [Matrix.mulVec, dotProduct, Fin.sum_univ_two]
  refine ⟨(|B| + 1)⁻¹, by positivity, ?_, ?_⟩
  · rw [h1, norm_div, norm_one, Complex.norm_real, Real.norm_of_nonneg (by positivity),
      one_div, inv_inv]
    linarith [le_abs_self B]
  · have h := (norm_weight_le hε ![1, (((|B| + 1)⁻¹ : ℝ) : ℂ)]
      (!![0, 1; 1, 0] *ᵥ ![1, (((|B| + 1)⁻¹ : ℝ) : ℂ)]) 1).1
    rwa [h1, norm_one] at h

end

end RegularizedSampling
```

```lean
#print axioms RegularizedSampling.regularized_energy
#print axioms RegularizedSampling.second_moment_le
#print axioms RegularizedSampling.zero_variance
#print axioms RegularizedSampling.local_energy_unbounded
```

```
'RegularizedSampling.regularized_energy' depends on axioms: [propext, Classical.choice, Quot.sound]
'RegularizedSampling.second_moment_le' depends on axioms: [propext, Classical.choice, Quot.sound]
'RegularizedSampling.zero_variance' depends on axioms: [propext, Classical.choice, Quot.sound]
'RegularizedSampling.local_energy_unbounded' depends on axioms: [propext, Classical.choice, Quot.sound]
```
